# Projecting the occupied space out of a full basis leaves one redundancy per occupied orbital

A local correlation program that builds its virtual space from projected atomic orbitals has to remove their linear dependencies before it can use them as a basis. A common way is to diagonalise their overlap matrix and discard the eigenvectors whose eigenvalues vanish. For the full set of projected orbitals in a finite real basis, the number of vectors to discard is known beforehand: it is the number of occupied orbitals.

## Counting the redundancies by hand

Let $b_1,\dots,b_n$ be linearly independent real basis functions that span the one-particle space $V$. Let $O\subseteq V$ be the occupied subspace, of dimension $o$, and $P$ the orthogonal projector onto it. The projected orbitals are

$$\tilde b_i = b_i - P b_i .$$

A redundancy is a coefficient vector $c\in\mathbb R^n$ with $\sum_i c_i\tilde b_i=0$. The claim is that the redundancies form a space of dimension $o$, and that the overlap matrix $\tilde S_{ij}=\langle\tilde b_i|\tilde b_j\rangle$ has rank $n-o$.

**The null space of $\tilde S$ consists of the redundancies.** By linearity,

$$(\tilde S c)_i=\Big\langle \tilde b_i\Big|\sum_j c_j\tilde b_j\Big\rangle .$$

If the combination on the right vanishes, so does $\tilde S c$. Conversely, if $\tilde S c=0$, then

$$\Big\|\sum_i c_i\tilde b_i\Big\|^2=\sum_i c_i(\tilde S c)_i=0,$$

so the combination itself is zero.

**A redundancy is the coefficient vector of an occupied function.** Put $f=\sum_i c_i b_i$. Since $P$ is linear, $\sum_i c_i\tilde b_i=f-Pf$. This vanishes exactly when $Pf=f$, that is, when $f\in O$.

**Counting.** The map $T:c\mapsto\sum_i c_i b_i$ is injective, because the $b_i$ are independent, and its range is their span. The redundancies are the vectors that $T$ sends into $O$, so $T$ carries them one-to-one onto $\operatorname{span}(b)\cap O$. The dimension of the space of redundancies is therefore

$$\dim\big(\operatorname{span}(b)\cap O\big).$$

Spanning has not been used so far, so this count also holds for an orbital domain, where only some of the basis functions are kept. When the functions span $V$, the intersection is $O$ and the dimension is $o$. Rank plus nullity equals $n$, so $\tilde S$ has rank $n-o$.

**The space that remains.** Every $\tilde b_i$ lies in $O^\perp$. Conversely, take $v\in O^\perp$ and expand it as $v=\sum_i c_i b_i$. Then $Pv=0$, hence $v=v-Pv=\sum_i c_i\tilde b_i$. The projected orbitals of a full basis thus span exactly $O^\perp$, the virtual space.

**The projected overlap as a matrix product.** Let $\varphi_k=\sum_i C_{ik}b_i$ be an orthonormal basis of $O$, and let $S_{ij}=\langle b_i|b_j\rangle$. Expanding the product and using $\langle b_i|Pb_j\rangle=\langle Pb_i|b_j\rangle=\langle Pb_i|Pb_j\rangle$ gives

$$\tilde S_{ij}=S_{ij}-\langle Pb_i|Pb_j\rangle .$$

Inserting the resolution of the identity in $O$, and noting that $\langle Pb_i|\varphi_k\rangle=\langle b_i|\varphi_k\rangle=(SC)_{ik}$, we find

$$\langle Pb_i|Pb_j\rangle=\sum_k\langle b_i|\varphi_k\rangle\langle\varphi_k|b_j\rangle=(SCC^{\mathsf T}S)_{ij},$$

and so $\tilde S=S-SCC^{\mathsf T}S$.

## Orbitals, overlaps and redundancies in Lean

```lean
import Mathlib

open Matrix Module

namespace ProjectedAtomicOrbitals

noncomputable section

variable {V ι κ : Type*} [NormedAddCommGroup V] [InnerProductSpace ℝ V]
  [Fintype ι] [Fintype κ]
```

`V` is the one-particle space, with a real inner product. The finite type `ι` labels the basis functions, so $n$ is `Fintype.card ι`, and `κ` labels the occupied orbitals. `V` is not declared finite-dimensional; in the main theorem this follows from the assumption that finitely many functions span it.

```lean
/-- The overlap (Gram) matrix of a family of real orbitals. -/
def overlap (χ : ι → V) : Matrix ι ι ℝ :=
  Matrix.of fun i j => inner ℝ (χ i) (χ j)
```

The overlap matrix is defined for any family `χ`, so the same definition yields $S$ for the original functions and $\tilde S$ for the projected ones.

```lean
/-- The projected atomic orbitals: each basis function minus its orthogonal projection
onto the occupied subspace `O`. -/
def pao (O : Submodule ℝ V) [O.HasOrthogonalProjection] (b : ι → V) (i : ι) : V :=
  b i - O.starProjection (b i)
```

`O.starProjection` is the projector $P$, regarded as a map from `V` to itself, and `pao O b i` is $\tilde b_i$. The condition `O.HasOrthogonalProjection` says that this projector exists, which is automatic for a finite-dimensional occupied space. Nothing is assumed about where `O` comes from: it may be a Hartree–Fock occupied space or any other. The projected orbitals are not renormalised.

```lean
/-- The space of linear redundancies of a family of orbitals: all coefficient vectors whose
linear combination of the orbitals vanishes. -/
def redundancies (χ : ι → V) : Submodule ℝ (ι → ℝ) :=
  LinearMap.ker (Fintype.linearCombination ℝ χ)
```

Redundancies are the kernel of the map from coefficients to functions. "Exactly $o$ independent redundancies" thus becomes a statement about the dimension of a subspace of $\mathbb R^n$.

## From the null space to occupied functions

```lean
/-- The null space of an overlap matrix is the space of linear redundancies of its orbitals. -/
theorem ker_overlap (χ : ι → V) :
    LinearMap.ker (overlap χ).mulVecLin = redundancies χ := by
  ext c
  simp only [redundancies, LinearMap.mem_ker, Matrix.mulVecLin_apply,
    Fintype.linearCombination_apply]
  -- each entry of `S c` is the overlap of an orbital with the combined function
  have key : ∀ i, (overlap χ *ᵥ c) i = inner ℝ (χ i) (∑ j, c j • χ j) := by
    intro i
    simp only [Matrix.mulVec, dotProduct, overlap, Matrix.of_apply, inner_sum,
      real_inner_smul_right]
    exact Finset.sum_congr rfl fun j _ => mul_comm _ _
  constructor
  · intro h
    have h0 : ∀ i, inner ℝ (χ i) (∑ j, c j • χ j) = 0 := by
      intro i
      rw [← key i, h]
      rfl
    apply (inner_self_eq_zero (𝕜 := ℝ)).1
    rw [sum_inner]
    refine Finset.sum_eq_zero fun i _ => ?_
    rw [real_inner_smul_left, h0 i, mul_zero]
  · intro h
    funext i
    rw [key i, h, inner_zero_right]
    rfl
```

The statement `key` is the formula for $(\tilde Sc)_i$, here for a general family. In the first direction, `h0` says that every orbital is orthogonal to the combined function; expanding the squared norm with `sum_inner` then makes each term zero. The second direction substitutes the vanishing combination into `key`.

```lean
variable (O : Submodule ℝ V) [O.HasOrthogonalProjection]

/-- A linear combination of projected orbitals equals the same combination of the original functions
minus its orthogonal projection onto `O`. -/
theorem sum_pao (b : ι → V) (c : ι → ℝ) :
    ∑ i, c i • pao O b i = ∑ i, c i • b i - O.starProjection (∑ i, c i • b i) := by
  simp only [pao, smul_sub, Finset.sum_sub_distrib, map_sum, map_smul]
```

This is the identity $\sum_i c_i\tilde b_i=f-Pf$, obtained from the linearity of the projector.

```lean
/-- A combination of projected orbitals vanishes exactly when the same combination of the
original functions is an occupied function. -/
theorem sum_pao_eq_zero_iff (b : ι → V) (c : ι → ℝ) :
    ∑ i, c i • pao O b i = 0 ↔ ∑ i, c i • b i ∈ O := by
  rw [sum_pao, sub_eq_zero]
  exact eq_comm.trans Submodule.starProjection_eq_self_iff
```

The rewriting turns $f-Pf=0$ into $f=Pf$, and `Submodule.starProjection_eq_self_iff` identifies the functions fixed by the projector with the members of `O`.

## Orbital domains

```lean
/-- Redundancies in an orbital domain: for linearly independent functions, the number of
independent redundancies among their projected orbitals is the dimension of the
intersection of their span with the occupied subspace. -/
theorem finrank_redundancies_domain {b : ι → V} (hb : LinearIndependent ℝ b) :
    finrank ℝ (redundancies (pao O b)) =
      finrank ℝ (Submodule.span ℝ (Set.range b) ⊓ O : Submodule ℝ V) := by
  have hinj : Function.Injective (Fintype.linearCombination ℝ b) := by
    rw [← LinearMap.ker_eq_bot, LinearMap.ker_eq_bot']
    intro c hc
    rw [Fintype.linearCombination_apply] at hc
    exact funext (Fintype.linearIndependent_iff.1 hb c hc)
  -- the redundancies are the coefficient vectors of occupied functions
  have h : redundancies (pao O b) = O.comap (Fintype.linearCombination ℝ b) := by
    ext c
    simp only [redundancies, LinearMap.mem_ker, Submodule.mem_comap,
      Fintype.linearCombination_apply]
    exact sum_pao_eq_zero_iff O b c
  rw [h, (Submodule.equivMapOfInjective _ hinj _).finrank_eq, Submodule.map_comap_eq,
    Fintype.range_linearCombination]
```

In this theorem `b` may be the functions of a domain, since only linear independence is assumed. `hinj` is the injectivity of $T$, and `h` states that the redundancies are the preimage of `O` under $T$, written `O.comap`. The last rewriting transports this preimage along the injective map and identifies its image with $\operatorname{span}(b)\cap O$; the symbol `⊓` is the intersection.

```lean
/-- The projected orbitals of linearly independent functions are themselves linearly
independent exactly when the span of the functions meets the occupied subspace only in zero. -/
theorem linearIndependent_pao_iff {b : ι → V} (hb : LinearIndependent ℝ b) :
    LinearIndependent ℝ (pao O b) ↔ Disjoint (Submodule.span ℝ (Set.range b)) O := by
  rw [Fintype.linearIndependent_iff, Submodule.disjoint_def]
  constructor
  · intro h x hx hxO
    obtain ⟨c, rfl⟩ := (Submodule.mem_span_range_iff_exists_fun ℝ).1 hx
    have hc := h c ((sum_pao_eq_zero_iff O b c).2 hxO)
    exact Finset.sum_eq_zero fun i _ => by rw [hc i, zero_smul]
  · intro h c hc
    exact Fintype.linearIndependent_iff.1 hb c
      (h _ ((Submodule.mem_span_range_iff_exists_fun ℝ).2 ⟨c, rfl⟩)
        ((sum_pao_eq_zero_iff O b c).1 hc))
```

`Disjoint` here means that the two subspaces share only the zero vector. A domain of linearly independent functions therefore has a non-zero redundancy only if some non-zero occupied function can be expanded entirely in its basis functions. The theorem says nothing about near-dependencies, which give small but non-zero eigenvalues and for which a program needs a threshold. Both directions of the proof translate between coefficient vectors and functions in the span, using the criterion for a vanishing combination.

## The full basis

```lean
/-- For `n` linearly independent functions that span the whole space, the overlap matrix of the
projected orbitals has rank `n - o`, with `o` the dimension of the occupied subspace, and the
projected orbitals have exactly `o` independent linear redundancies. -/
theorem rank_overlap_pao {b : ι → V} (hb : LinearIndependent ℝ b)
    (hspan : Submodule.span ℝ (Set.range b) = ⊤) :
    (overlap (pao O b)).rank + finrank ℝ O = Fintype.card ι ∧
      finrank ℝ (redundancies (pao O b)) = finrank ℝ O := by
  have hred : finrank ℝ (redundancies (pao O b)) = finrank ℝ O := by
    rw [finrank_redundancies_domain O hb, hspan, top_inf_eq]
  refine ⟨?_, hred⟩
  -- rank plus nullity of the overlap matrix
  have h := LinearMap.finrank_range_add_finrank_ker (overlap (pao O b)).mulVecLin
  rw [ker_overlap, hred, Module.finrank_fintype_fun_eq_card] at h
  exact h
```

The hypothesis `hspan` says that the basis functions span `V`. This is no appeal to the complete-basis limit: in a calculation, `V` is simply the space that the chosen basis generates. The rank is stated as a sum, rank $+\,o=n$, because subtraction of natural numbers in Lean is cut off at zero.

The second half of the conclusion is the domain count with $\operatorname{span}(b)$ replaced by the whole space. The first half takes the rank–nullity theorem for $\tilde S$ and replaces its null space by the redundancies through `ker_overlap`. Linear independence matters for the count: with an empty occupied space the projected orbitals are the original functions, and any dependence among those would appear as a redundancy although $o=0$.

```lean
/-- If the basis functions span the whole space, their projected orbitals span exactly the
orthogonal complement of the occupied subspace. -/
theorem span_pao {b : ι → V} (hspan : Submodule.span ℝ (Set.range b) = ⊤) :
    Submodule.span ℝ (Set.range (pao O b)) = Oᗮ := by
  apply le_antisymm
  · rw [Submodule.span_le]
    rintro _ ⟨i, rfl⟩
    exact Submodule.sub_starProjection_mem_orthogonal (b i)
  · intro v hv
    have hvb : v ∈ Submodule.span ℝ (Set.range b) := by
      rw [hspan]
      exact Submodule.mem_top
    obtain ⟨c, hc⟩ := (Submodule.mem_span_range_iff_exists_fun ℝ).1 hvb
    -- the occupied part of `v` is orthogonal to itself
    have hP : O.starProjection v ∈ Oᗮ := by
      have h := Oᗮ.sub_mem hv (Submodule.sub_starProjection_mem_orthogonal (K := O) v)
      rwa [sub_sub_cancel] at h
    have h0 : O.starProjection v = 0 :=
      (inner_self_eq_zero (𝕜 := ℝ)).1
        ((Submodule.mem_orthogonal O _).1 hP _ (Submodule.starProjection_apply_mem O v))
    refine (Submodule.mem_span_range_iff_exists_fun ℝ).2 ⟨c, ?_⟩
    rw [sum_pao, hc, h0, sub_zero]
```

Linear independence is not needed for this statement. The first inclusion holds function by function. In the second, `hP` shows that $Pv$ lies in $O^\perp$, because it is the difference of $v$ and $v-Pv$. Since $Pv$ also lies in $O$, it is orthogonal to itself and vanishes, and the expansion coefficients of $v$ serve for the projected orbitals too.

## The projected overlap from orbital coefficients

```lean
/-- Working formula: if orthonormal orbitals `φ` form a basis of the occupied subspace and have
coefficients `C` in the functions `b` with overlap `S`, the projected orbitals have overlap
`S - S C Cᵀ S`. -/
theorem overlap_pao_eq (b : ι → V) (φ : OrthonormalBasis κ ℝ O) (C : Matrix ι κ ℝ)
    (hC : ∀ k, (φ k : V) = ∑ i, C i k • b i) :
    overlap (pao O b) = overlap b - overlap b * C * Cᵀ * overlap b := by
  have hSC : ∀ i k, (overlap b * C) i k = inner ℝ (b i) (φ k : V) := by
    intro i k
    rw [hC, inner_sum, Matrix.mul_apply]
    refine Finset.sum_congr rfl fun j _ => ?_
    rw [real_inner_smul_right, mul_comm]
    rfl
  have hCS : ∀ k j, (Cᵀ * overlap b) k j = inner ℝ (φ k : V) (b j) := by
    intro k j
    rw [hC, sum_inner, Matrix.mul_apply]
    refine Finset.sum_congr rfl fun i _ => ?_
    rw [real_inner_smul_left]
    rfl
  -- occupied functions do not see the projected orbitals
  have horth : ∀ x ∈ O, ∀ j, inner ℝ x (b j) = inner ℝ x (O.starProjection (b j)) := by
    intro x hx j
    have h := (Submodule.mem_orthogonal O _).1
      (Submodule.sub_starProjection_mem_orthogonal (K := O) (b j)) x hx
    rw [inner_sub_right] at h
    linarith
  have hmem : ∀ i, O.starProjection (b i) ∈ O := fun i =>
    Submodule.starProjection_apply_mem O (b i)
  ext i j
  -- resolution of the identity in the occupied subspace
  have hres : ∑ k, inner ℝ (O.starProjection (b i)) (φ k : V) *
      inner ℝ (φ k : V) (O.starProjection (b j)) =
      inner ℝ (O.starProjection (b i)) (O.starProjection (b j)) :=
    φ.sum_inner_mul_inner ⟨_, hmem i⟩ ⟨_, hmem j⟩
  have hsum : (overlap b * C * Cᵀ * overlap b) i j =
      inner ℝ (O.starProjection (b i)) (O.starProjection (b j)) := by
    rw [Matrix.mul_assoc (overlap b * C), Matrix.mul_apply, ← hres]
    refine Finset.sum_congr rfl fun k _ => ?_
    rw [hSC, hCS, horth _ (φ k).2 j, real_inner_comm, horth _ (φ k).2 i,
      real_inner_comm (φ k : V) (O.starProjection (b i))]
  rw [Matrix.sub_apply, hsum]
  simp only [overlap, Matrix.of_apply, pao, inner_sub_left, inner_sub_right]
  have h1 := horth _ (hmem i) j
  have h2 := horth _ (hmem j) i
  rw [real_inner_comm, real_inner_comm (O.starProjection (b i))] at h2
  linarith

end

end ProjectedAtomicOrbitals
```

The type of `φ` states that the occupied orbitals are orthonormal and form a basis of `O`, and `hC` fixes the convention that column `k` of `C` holds the coefficients of orbital `k`. The functions `b` need be neither independent nor spanning, but `hC` requires that they can represent every occupied orbital.

The auxiliary statements `hSC` and `hCS` read the entries of $SC$ and $C^{\mathsf T}S$ as overlaps between basis functions and occupied orbitals. `horth` says that an occupied function has the same overlap with $b_j$ as with $Pb_j$, and `hres` is the resolution of the identity in `O`. Together they give `hsum`, the formula for $\langle Pb_i|Pb_j\rangle$. The closing lines expand $\langle\tilde b_i|\tilde b_j\rangle$ into four terms, and `linarith` combines them using `h1` and `h2`, the two equalities for the mixed terms.

```lean
#print axioms ProjectedAtomicOrbitals.finrank_redundancies_domain
-- 'ProjectedAtomicOrbitals.finrank_redundancies_domain' depends on axioms: [propext, Classical.choice, Quot.sound]
#print axioms ProjectedAtomicOrbitals.rank_overlap_pao
-- 'ProjectedAtomicOrbitals.rank_overlap_pao' depends on axioms: [propext, Classical.choice, Quot.sound]
#print axioms ProjectedAtomicOrbitals.span_pao
-- 'ProjectedAtomicOrbitals.span_pao' depends on axioms: [propext, Classical.choice, Quot.sound]
#print axioms ProjectedAtomicOrbitals.overlap_pao_eq
-- 'ProjectedAtomicOrbitals.overlap_pao_eq' depends on axioms: [propext, Classical.choice, Quot.sound]
```
